# The steady-state Stern-Volmer ratio of independent emitters under collisional quenching is concave in quencher concentration, and affine only for equal Stern-Volmer constants

Take finitely many independent emitter populations under collisional quenching, with Stern-Volmer constants K_i ≥ 0 and positive fractions f_i of the unquenched intensity, which sum to one. Under steady excitation that the quencher doesn't alter, the ratio of unquenched to quenched intensity is

R(q) = 1 / S(q),  S(q) = ∑ f_i / (1 + K_i q).

It is a concave function of the quencher concentration q ≥ 0. It is affine on that half-line if and only if all K_i are equal, and strictly concave if two of them differ.

## Curvature as a check on simulated quenching data

A fluorescent sample often holds emitters in several environments, some of them easier for the quencher to reach than others. A kinetics code for such a sample computes the steady-state emission at a series of concentrations and plots I₀/I, the unquenched intensity divided by the quenched one, against q. For independent populations with first-order decay and collisional quenching, the slopes between successive points of this plot can't increase, apart from numerical error. Upward curvature therefore signals either a fault in the code or a process outside these assumptions, such as static quenching in addition to the collisional kind. In a fit, f_i must be the share of the unquenched steady-state intensity, which in general differs from the mole fraction.

## From rate equations to a line above the ratio

Population i has n_i excited emitters, pumping rate a_i, decay constant k_i without quencher and bimolecular quenching constant kq_i:

dn_i/dt = a_i − (k_i + kq_i q) n_i.

The steady state is n_i = a_i / (k_i + kq_i q). With radiative constants r_i, the emission is E(q) = ∑ r_i n_i. Put f_i = (r_i a_i / k_i) / E(0) and K_i = kq_i / k_i. Since k_i + kq_i q = k_i (1 + K_i q),

E(q) / E(0) = ∑ f_i / (1 + K_i q) = S(q),

so E(0)/E(q) = R(q).

Convexity of S alone doesn't make 1/S concave: e^(−q) is convex, and so is its reciprocal e^q. The particular form of S has to enter. For fixed q, take the line in p

L_q(p) = R(q)² ∑ f_i (1 + K_i p) / (1 + K_i q)².

Write x_i = 1 + K_i p, z_i = 1 + K_i q and c = S(q)/S(p). Expanding a square gives

∑ (f_i / x_i) (x_i / z_i − c)²
 = ∑ f_i x_i / z_i² − 2c S(q) + c² S(p)
 = ∑ f_i x_i / z_i² − S(q)² / S(p).

Multiplication by R(q)² = 1/S(q)² turns this into

L_q(p) − R(p) = R(q)² ∑ (f_i / x_i) (x_i / z_i − c)² ≥ 0.

Equality requires x_i / z_i = c for every i. Then x_i z_j = x_j z_i for each pair, which simplifies to

(K_i − K_j)(p − q) = 0.

So R(p) < L_q(p) whenever p ≠ q and two constants differ.

Now let a, b ≥ 0 be weights with a + b = 1, and let z = a x + b y for concentrations x, y ≥ 0. Without an index, x and z are concentrations and not the factors x_i and z_i above. Because a(1 + K_i x) + b(1 + K_i y) = 1 + K_i z,

a L_z(x) + b L_z(y) = R(z)² ∑ f_i / (1 + K_i z) = R(z)² S(z) = R(z).

Hence a R(x) + b R(y) ≤ R(z), which is concavity. If x ≠ y, both weights are positive and two constants differ, then x ≠ z and the inequality is strict.

If all K_i equal κ, then S(q) = 1/(1 + κq) and R(q) = 1 + κq. Conversely, an affine R satisfies R(1) = (R(0) + R(2))/2, which strict concavity forbids, so no two constants can differ.

A single population always gives a straight line. Two populations with different constants already give a curve. If the second is inaccessible, so that K_1 = K > 0 and K_2 = 0, then

R(q) = (1 + K q) / (1 + f_2 K q),

which levels off at 1/f_2 for large q. This formula is a direct calculation from S and has no theorem of its own below.

## The Lean source

```lean
import Mathlib

noncomputable section

namespace SternVolmer

variable {ι : Type*} [Fintype ι] {f K : ι → ℝ}

/-- Rate of change of an excited population `n` with pumping rate `a`, decay constant `k` and
quenching constant `kq`, at quencher concentration `q`. -/
def excitedRate (a k kq q n : ℝ) : ℝ := a - (k + kq * q) * n

/-- The excited population `a / (k + kq q)`, for `k + kq q ≠ 0`. -/
def steadyPopulation (a k kq q : ℝ) : ℝ := a / (k + kq * q)

/-- Total emission of several populations with radiative constants `r i`,
for nonzero total decay constants `k i + kq i q`. -/
def emission (r a k kq : ι → ℝ) (q : ℝ) : ℝ :=
  ∑ i, r i * steadyPopulation (a i) (k i) (kq i) q

/-- Intensity relative to the unquenched one, for fractions `f i` of sum one and Stern-Volmer
constants `K i`, where every `1 + K i q` is nonzero. -/
def relativeIntensity (f K : ι → ℝ) (q : ℝ) : ℝ := ∑ i, f i / (1 + K i * q)

/-- The Stern-Volmer ratio of unquenched to quenched intensity, for fractions `f i` of sum one,
where every `1 + K i q` and the relative intensity are nonzero. -/
def intensityRatio (f K : ι → ℝ) (q : ℝ) : ℝ := 1 / relativeIntensity f K q

/-- A line in the variable `p`, attached to the concentration `q`, where every `1 + K i q` and
the relative intensity at `q` are nonzero. -/
def supportLine (f K : ι → ℝ) (q p : ℝ) : ℝ :=
  intensityRatio f K q ^ 2 * ∑ i, f i * (1 + K i * p) / (1 + K i * q) ^ 2

/-- For positive decay constant and nonnegative quenching constant and concentration, the rate
equation is stationary exactly at the steady population. -/
theorem excitedRate_eq_zero_iff {a k kq q n : ℝ} (hk : 0 < k) (hkq : 0 ≤ kq) (hq : 0 ≤ q) :
    excitedRate a k kq q n = 0 ↔ n = steadyPopulation a k kq q := by
  have h : 0 < k + kq * q := by positivity
  unfold excitedRate steadyPopulation
  rw [eq_div_iff h.ne', sub_eq_zero]
  constructor <;> intro h' <;> linarith

/-- For at least one population, with positive radiative, pumping and decay constants and
nonnegative quenching constants and concentration, the steady-state emission ratio is the
Stern-Volmer ratio. Its fractions are the unquenched emission shares, positive with sum one, and its
constants are `kq i / k i ≥ 0`. -/
theorem emission_ratio [Nonempty ι] {r a k kq : ι → ℝ} (hr : ∀ i, 0 < r i)
    (ha : ∀ i, 0 < a i) (hk : ∀ i, 0 < k i) (hkq : ∀ i, 0 ≤ kq i) {q : ℝ} (hq : 0 ≤ q) :
    let f := fun i => r i * steadyPopulation (a i) (k i) (kq i) 0 / emission r a k kq 0
    let K := fun i => kq i / k i
    (∀ i, 0 < f i) ∧ ∑ i, f i = 1 ∧ (∀ i, 0 ≤ K i) ∧
      emission r a k kq 0 / emission r a k kq q = intensityRatio f K q := by
  have hp : ∀ i, 0 < r i * steadyPopulation (a i) (k i) (kq i) 0 := by
    intro i
    have h1 := hr i
    have h2 := ha i
    have h3 := hk i
    unfold steadyPopulation
    rw [mul_zero, add_zero]
    positivity
  have hE : 0 < emission r a k kq 0 :=
    Finset.sum_pos (fun i _ => hp i) Finset.univ_nonempty
  intro f K
  refine ⟨fun i => div_pos (hp i) hE, ?_, fun i => div_nonneg (hkq i) (hk i).le, ?_⟩
  · change ∑ i, r i * steadyPopulation (a i) (k i) (kq i) 0 / emission r a k kq 0 = 1
    rw [← Finset.sum_div]
    exact div_self hE.ne'
  · have h : relativeIntensity f K q = emission r a k kq q / emission r a k kq 0 := by
      change ∑ i, f i / (1 + K i * q) =
        (∑ i, r i * steadyPopulation (a i) (k i) (kq i) q) / emission r a k kq 0
      rw [Finset.sum_div]
      refine Finset.sum_congr rfl fun i _ => ?_
      have h1 := hk i
      have h0 := hkq i
      have h2 : 0 < k i + kq i * q := by positivity
      have h3 : 1 + kq i / k i * q = (k i + kq i * q) / k i := by field_simp
      change r i * steadyPopulation (a i) (k i) (kq i) 0 / emission r a k kq 0 /
        (1 + kq i / k i * q) = _
      rw [h3]
      unfold steadyPopulation
      rw [mul_zero, add_zero]
      field_simp
    rw [intensityRatio, h, one_div_div]

/-- For at least one population, with positive fractions and nonnegative constants and
concentration, some light remains. -/
theorem relativeIntensity_pos [Nonempty ι] (hf : ∀ i, 0 < f i) (hK : ∀ i, 0 ≤ K i)
    {q : ℝ} (hq : 0 ≤ q) : 0 < relativeIntensity f K q :=
  Finset.sum_pos (fun i _ => div_pos (hf i) (by have := hK i; positivity))
    Finset.univ_nonempty

/-- For positive fractions and nonnegative constants and concentrations, the line attached to `q`
exceeds the intensity ratio at `p` by a weighted sum of squares. -/
theorem supportLine_sub_ratio [Nonempty ι] (hf : ∀ i, 0 < f i) (hK : ∀ i, 0 ≤ K i)
    {p q : ℝ} (hp : 0 ≤ p) (hq : 0 ≤ q) :
    supportLine f K q p - intensityRatio f K p =
      intensityRatio f K q ^ 2 * ∑ i, f i / (1 + K i * p) *
        ((1 + K i * p) / (1 + K i * q) -
          relativeIntensity f K q / relativeIntensity f K p) ^ 2 := by
  have hSp := (relativeIntensity_pos hf hK hp).ne'
  have hSq := (relativeIntensity_pos hf hK hq).ne'
  -- expand the square under the sum
  have hs : ∀ c : ℝ, ∑ i, f i / (1 + K i * p) * ((1 + K i * p) / (1 + K i * q) - c) ^ 2 =
      ∑ i, f i * (1 + K i * p) / (1 + K i * q) ^ 2 - 2 * c * relativeIntensity f K q +
        c ^ 2 * relativeIntensity f K p := by
    intro c
    unfold relativeIntensity
    rw [Finset.mul_sum, Finset.mul_sum, ← Finset.sum_sub_distrib, ← Finset.sum_add_distrib]
    refine Finset.sum_congr rfl fun i _ => ?_
    have h0 := hK i
    have h1 : 1 + K i * p ≠ 0 := by positivity
    have h2 : 1 + K i * q ≠ 0 := by positivity
    field_simp
    ring
  rw [supportLine, hs]
  generalize ∑ i, f i * (1 + K i * p) / (1 + K i * q) ^ 2 = T
  unfold intensityRatio
  field_simp
  ring

/-- For positive fractions and nonnegative constants and concentrations, the intensity ratio lies
on or below each line, and strictly below it at `p ≠ q` if two constants differ. -/
theorem ratio_le_supportLine [Nonempty ι] (hf : ∀ i, 0 < f i) (hK : ∀ i, 0 ≤ K i)
    {p q : ℝ} (hp : 0 ≤ p) (hq : 0 ≤ q) :
    intensityRatio f K p ≤ supportLine f K q p ∧
      (p ≠ q → ∀ i j, K i ≠ K j → intensityRatio f K p < supportLine f K q p) := by
  have hR : 0 < intensityRatio f K q := one_div_pos.mpr (relativeIntensity_pos hf hK hq)
  have hx : ∀ i, 0 < 1 + K i * p := fun i => by have := hK i; positivity
  have hz : ∀ i, 0 < 1 + K i * q := fun i => by have := hK i; positivity
  have gap := supportLine_sub_ratio hf hK hp hq
  generalize relativeIntensity f K q / relativeIntensity f K p = c at gap
  have hn : ∀ i ∈ Finset.univ, 0 ≤ f i / (1 + K i * p) *
      ((1 + K i * p) / (1 + K i * q) - c) ^ 2 :=
    fun i _ => mul_nonneg (div_pos (hf i) (hx i)).le (sq_nonneg _)
  refine ⟨?_, fun hpq i j hij => ?_⟩
  · have := mul_nonneg (sq_nonneg (intensityRatio f K q)) (Finset.sum_nonneg hn)
    linarith
  · -- if every square vanished, the constants `K i` and `K j` would agree
    obtain ⟨l, hl⟩ : ∃ l, (1 + K l * p) / (1 + K l * q) ≠ c := by
      by_contra h
      have h' : ∀ l, (1 + K l * p) / (1 + K l * q) = c :=
        fun l => by_contra fun hl => h ⟨l, hl⟩
      have e := (h' i).trans (h' j).symm
      rw [div_eq_div_iff (hz i).ne' (hz j).ne'] at e
      have e' : (K i - K j) * (p - q) = 0 := by linear_combination e
      rcases mul_eq_zero.mp e' with h1 | h1
      · exact hij (sub_eq_zero.mp h1)
      · exact hpq (sub_eq_zero.mp h1)
    have hpos := Finset.sum_pos' hn ⟨l, Finset.mem_univ l,
      mul_pos (div_pos (hf l) (hx l)) (sq_pos_of_ne_zero (sub_ne_zero.mpr hl))⟩
    have := mul_pos (pow_pos hR 2) hpos
    linarith

/-- For positive fractions and nonnegative constants, averaging the line attached to `z ≥ 0` over
two points with weighted mean `z` (weights of sum one) gives the intensity ratio at `z`. -/
theorem supportLine_average [Nonempty ι] (hf : ∀ i, 0 < f i) (hK : ∀ i, 0 ≤ K i)
    {a b x y z : ℝ} (hab : a + b = 1) (hxy : a * x + b * y = z) (hz : 0 ≤ z) :
    a * supportLine f K z x + b * supportLine f K z y = intensityRatio f K z := by
  have hS := (relativeIntensity_pos hf hK hz).ne'
  have hs : a * ∑ i, f i * (1 + K i * x) / (1 + K i * z) ^ 2 +
      b * ∑ i, f i * (1 + K i * y) / (1 + K i * z) ^ 2 = relativeIntensity f K z := by
    unfold relativeIntensity
    rw [Finset.mul_sum, Finset.mul_sum, ← Finset.sum_add_distrib]
    refine Finset.sum_congr rfl fun i _ => ?_
    have h0 := hK i
    have h1 : 1 + K i * z ≠ 0 := by positivity
    have e : a * (1 + K i * x) + b * (1 + K i * y) = 1 + K i * z := by
      linear_combination hab + K i * hxy
    calc _ = f i * (a * (1 + K i * x) + b * (1 + K i * y)) / (1 + K i * z) ^ 2 := by ring
      _ = _ := by rw [e]; field_simp
  have h2 : intensityRatio f K z ^ 2 * relativeIntensity f K z = intensityRatio f K z := by
    unfold intensityRatio
    field_simp
  unfold supportLine
  linear_combination intensityRatio f K z ^ 2 * hs + h2

/-- With positive fractions and nonnegative constants, two of them different, the Stern-Volmer plot
is strictly concave on `q ≥ 0`. -/
theorem strictConcaveOn_ratio (hf : ∀ i, 0 < f i) (hK : ∀ i, 0 ≤ K i) {i j : ι}
    (hij : K i ≠ K j) : StrictConcaveOn ℝ (Set.Ici 0) (intensityRatio f K) := by
  have : Nonempty ι := ⟨i⟩
  refine ⟨convex_Ici 0, fun x hx y hy hxy a b ha hb hab => ?_⟩
  have hx' : 0 ≤ x := hx
  have hy' : 0 ≤ y := hy
  simp only [smul_eq_mul]
  have hz : 0 ≤ a * x + b * y := by positivity
  have nx : x ≠ a * x + b * y := by
    intro h
    have e : b * (y - x) = 0 := by linear_combination (-1) * h - x * hab
    exact hxy (sub_eq_zero.mp ((mul_eq_zero.mp e).resolve_left hb.ne')).symm
  have h1 := mul_lt_mul_of_pos_left ((ratio_le_supportLine hf hK hx' hz).2 nx i j hij) ha
  have h2 := mul_le_mul_of_nonneg_left (ratio_le_supportLine hf hK hy' hz).1 hb.le
  linarith [supportLine_average hf hK hab rfl hz]

/-- If fractions of sum one share one constant `κ ≥ 0`, the intensity ratio is `1 + κ q` and
positive at every `q ≥ 0`. -/
theorem ratio_of_equal (hsum : ∑ i, f i = 1) {κ q : ℝ} (hκ : 0 ≤ κ) (hq : 0 ≤ q)
    (h : ∀ i, K i = κ) : intensityRatio f K q = 1 + κ * q ∧ 0 < intensityRatio f K q := by
  have e : intensityRatio f K q = 1 + κ * q := by
    simp only [intensityRatio, relativeIntensity, h]
    rw [← Finset.sum_div, hsum, one_div_one_div]
  exact ⟨e, by rw [e]; positivity⟩

/-- For positive fractions of sum one and nonnegative constants, the Stern-Volmer plot is concave
on `q ≥ 0`, and it is affine there if and only if all constants are equal. -/
theorem concave_and_affine_iff (hf : ∀ i, 0 < f i) (hsum : ∑ i, f i = 1)
    (hK : ∀ i, 0 ≤ K i) :
    ConcaveOn ℝ (Set.Ici 0) (intensityRatio f K) ∧
      ((∃ a b : ℝ, ∀ q, 0 ≤ q → intensityRatio f K q = a + b * q) ↔ ∀ i j, K i = K j) := by
  have hne : Nonempty ι := by
    by_contra h
    rw [not_nonempty_iff] at h
    simp at hsum
  refine ⟨⟨convex_Ici 0, fun x hx y hy a b ha hb hab => ?_⟩, ?_, fun h => ?_⟩
  · have hx' : 0 ≤ x := hx
    have hy' : 0 ≤ y := hy
    simp only [smul_eq_mul]
    have hz : 0 ≤ a * x + b * y := by positivity
    have h1 := mul_le_mul_of_nonneg_left (ratio_le_supportLine hf hK hx' hz).1 ha
    have h2 := mul_le_mul_of_nonneg_left (ratio_le_supportLine hf hK hy' hz).1 hb
    linarith [supportLine_average hf hK hab rfl hz]
  · -- an affine plot violates strict concavity at the points 0, 1, 2
    rintro ⟨a, b, h⟩ i j
    by_contra hij
    have m := (strictConcaveOn_ratio hf hK hij).2
      (Set.mem_Ici.mpr (le_refl (0 : ℝ))) (Set.mem_Ici.mpr (by norm_num : (0 : ℝ) ≤ 2))
      (by norm_num) (by norm_num : (0 : ℝ) < 1 / 2) (by norm_num : (0 : ℝ) < 1 / 2)
      (by norm_num)
    have e : (1 / 2 : ℝ) • (0 : ℝ) + (1 / 2 : ℝ) • (2 : ℝ) = 1 := by norm_num
    rw [e, h 0 le_rfl, h 2 (by norm_num), h 1 (by norm_num)] at m
    simp only [smul_eq_mul] at m
    linarith
  · obtain ⟨l⟩ := hne
    exact ⟨1, K l, fun q hq => (ratio_of_equal hsum (hK l) hq fun i => h i l).1⟩

end SternVolmer
```

```lean
#print axioms SternVolmer.excitedRate_eq_zero_iff
-- 'SternVolmer.excitedRate_eq_zero_iff' depends on axioms: [propext, Classical.choice, Quot.sound]
#print axioms SternVolmer.emission_ratio
-- 'SternVolmer.emission_ratio' depends on axioms: [propext, Classical.choice, Quot.sound]
#print axioms SternVolmer.concave_and_affine_iff
-- 'SternVolmer.concave_and_affine_iff' depends on axioms: [propext, Classical.choice, Quot.sound]
```

## What the theorems say about the emitters

The finite type `ι` labels the populations, and `f` and `K` assign a real number to each. `relativeIntensity` is S, the quenched intensity divided by the unquenched one; `intensityRatio` is its reciprocal R. `supportLine f K q p` is L_q(p). The set `Set.Ici 0` is the half-line q ≥ 0.

`concave_and_affine_iff` states concavity and the affine criterion under the three conditions on `f` and `K` given at the start. The sum condition also excludes an empty set of populations. `strictConcaveOn_ratio` gives the strict version and doesn't need the fractions to sum to one.

The link to kinetics is made by two theorems. `excitedRate_eq_zero_iff` says that, for positive `k` and nonnegative `kq` and `q`, the right-hand side of the rate equation vanishes at exactly one value of `n`; relaxation towards it in time isn't treated. `emission_ratio` identifies E(0)/E(q) with R(q) for at least one population, positive `r`, `a`, `k` and nonnegative `kq` and `q`, and shows that the resulting fractions and constants meet the conditions of the concavity theorem. The letter `a` is a pumping rate there, but a weight or an intercept in the later theorems.

Constant `a i` stands for weak, steady excitation that the quencher doesn't alter. Constant `kq i` stands for collisional quenching at a rate proportional to concentration. The populations exchange neither emitters nor energy. The step left to the user is to identify the measured I₀/I with E(0)/E(q), which requires that the quencher leave excitation and detection unchanged, for instance by not absorbing the light. If the populations are detected with different efficiencies, each `r i` must include the efficiency for its population. The theorems concern real numbers, so a floating-point curvature check needs a tolerance.

## How the Lean proof obtains the inequality

`relativeIntensity_pos` supplies S > 0, which permits the divisions. In `supportLine_sub_ratio`, the intermediate statement `hs` expands the square for an arbitrary number `c`, term by term with `field_simp` and `ring`. Setting c = S(q)/S(p) then gives the identity for L_q(p) − R(p).

`ratio_le_supportLine` reads off the weak inequality from a sum of nonnegative terms. For the strict one it supposes that every square vanishes, cross-multiplies the ratios for `i` and `j`, and reaches (K_i − K_j)(p − q) = 0 by `linear_combination`. Thus some square is positive, and so is the whole sum.

`supportLine_average` carries out the averaging step. `strictConcaveOn_ratio` combines it with the strict inequality at `x` and the weak one at `y`, which is enough because `x` has positive weight. The final theorem uses the weak inequality at both points for concavity, the concentrations 0, 1 and 2 to rule out an affine ratio with unequal constants, and `ratio_of_equal` for the converse.
